# The convex-region dimer force vanishes on a hyperplane of a harmonic well with a non-degenerate softest mode

A saddle-point search often starts near a minimum of the energy $E$; here every curvature at the minimum is assumed positive, which requires overall translations and rotations of an isolated molecule, or overall translations of a periodic crystal, to be removed or frozen. A dimer, two images at $x\pm\delta n$ around a centre $x$ with half-length $\delta$ and unit orientation $n$, is rotated to the direction of lowest curvature and then translated. With gradient $g=\nabla E(x)$, the translation force in this convex region is $\langle g,n\rangle n$, uphill along $n$ only. The question is whether a zero of this force marks a stationary point. For a diagonal harmonic well with positive force constants, one strictly the smallest, in two or more dimensions, it need not.

## Curvature, softest mode and projected gradient

Let $E(x)=\tfrac12\sum_i w_i x_i^2$ with $0<w_k<w_j$ for all $j\ne k$. For a direction $v$ and a real $t$, expanding each square gives
$$E(x+tv)=E(x)+t\sum_i w_ix_iv_i+t^2E(v),$$
so $g_i=w_ix_i$. Adding the cases $v=n$, $t=\pm\delta$ cancels the linear terms, and for $\delta\neq0$ the dimer curvature is
$$C(n)=\frac{E(x+\delta n)+E(x-\delta n)-2E(x)}{\delta^2}=2E(n)=\sum_i w_in_i^2 .$$
For unit $n$, $\sum_i n_i^2=1$ gives
$$C(n)-w_k=\sum_i (w_i-w_k)\,n_i^2\ge0 .$$
The axis vector $e_k$ attains $C=w_k$. Equality forces $n_j=0$ for $j\ne k$, hence $n_k^2=1$, so the minimisers are $\pm e_k$. Then $\langle g,n\rangle n=w_kx_k\,e_k$, which vanishes iff $x_k=0$, whereas $g=0$ iff $x=0$. An update $x\leftarrow x+\alpha\langle g,n\rangle n$ with any step size $\alpha$ therefore leaves a point with $x_k=0$ fixed.

The reflected force $-g+2\langle g,n\rangle n$ behaves differently. Its projection on a unit $n$ is $\langle g,n\rangle$; if the force vanishes so does this projection, and what remains is $-g=0$.

In one dimension the set $x_k=0$ is the origin alone, so the force and the gradient vanish together. The smallest counter-example is planar: for $E(x,y)=(x^2+2y^2)/2$ the modes are $(\pm1,0)$, the force at $(x,y)$ is $(x,0)$, and on the line $x=0$ the gradient is $(0,2y)$.

In simulation practice this concerns searches on a Born–Oppenheimer surface started on the plane normal to the softest mode through the minimum, to the extent that zero-curvature overall motions are removed, the well is harmonic, that mode is non-degenerate and the dimer rotation is fully converged: a zero translation force there does not signal a stationary point.

## Surface, dimer and forces in Lean

```lean
import Mathlib

open Matrix

namespace ConvexRegionDimer

noncomputable section

variable {ι : Type*} [Fintype ι] [DecidableEq ι]
```

Points are functions `ι → ℝ` on a finite coordinate set, and `⬝ᵥ` is the Euclidean dot product. The gradient is entered as a formula and tied to the energy by a theorem below.

```lean
/-- Harmonic energy surface `E(x) = ½ ∑ wᵢ xᵢ²` with force constants `wᵢ`. -/
def energy (w x : ι → ℝ) : ℝ := (∑ i, w i * x i ^ 2) / 2

/-- Gradient of the harmonic energy, with components `wᵢ xᵢ`. -/
def grad (w x : ι → ℝ) : ι → ℝ := fun i => w i * x i

/-- Unit vector along coordinate `k`. -/
def axis (k : ι) : ι → ℝ := Pi.single k 1
```

The next two definitions accept any surface `E`. A unit vector means `n ⬝ᵥ n = 1`, and `IsSoftestMode` describes a fully converged rotation, a global minimum of the finite-difference curvature over all unit vectors `m`. At `δ = 0` Lean's division returns zero and every unit vector would qualify, which is why the theorems about the dimer assume `δ ≠ 0`.

```lean
/-- Curvature of `E` measured by a dimer centred at `x`, with images at `x ± δ n`. -/
def dimerCurvature (E : (ι → ℝ) → ℝ) (x : ι → ℝ) (δ : ℝ) (n : ι → ℝ) : ℝ :=
  (E (x + δ • n) + E (x - δ • n) - 2 * E x) / δ ^ 2

/-- `n` is a softest mode at `x`: a unit vector of lowest dimer curvature. -/
def IsSoftestMode (E : (ι → ℝ) → ℝ) (x : ι → ℝ) (δ : ℝ) (n : ι → ℝ) : Prop :=
  n ⬝ᵥ n = 1 ∧ ∀ m : ι → ℝ, m ⬝ᵥ m = 1 → dimerCurvature E x δ n ≤ dimerCurvature E x δ m
```

Both forces take the gradient `g` as argument; the physical force is $-g$.

```lean
/-- Convex-region dimer force `⟨g, n⟩ n` for gradient `g` and mode `n`. -/
def convexForce (g n : ι → ℝ) : ι → ℝ := (g ⬝ᵥ n) • n

/-- The force `-g` with its component along `n` inverted: `-g + 2 ⟨g, n⟩ n`. -/
def reflectedForce (g n : ι → ℝ) : ι → ℝ := -g + (2 * (g ⬝ᵥ n)) • n
```

## Expansion and curvature

`energy_expand` merges the three sums into one and checks the square term by term with `ring`. `energy_hasDerivAt` differentiates the resulting quadratic in $t$ at $t=0$, which identifies `grad w x ⬝ᵥ v` as the directional derivative for every `v`.

```lean
omit [DecidableEq ι] in
/-- Along any line the harmonic energy is exactly quadratic in the displacement `t`. -/
theorem energy_expand (w x v : ι → ℝ) (t : ℝ) :
    energy w (x + t • v) = energy w x + t * (grad w x ⬝ᵥ v) + t ^ 2 * energy w v := by
  simp only [energy, grad, dotProduct, Finset.sum_div, Finset.mul_sum,
    ← Finset.sum_add_distrib]
  apply Finset.sum_congr rfl
  intro i _
  simp only [Pi.add_apply, Pi.smul_apply, smul_eq_mul]
  ring

omit [DecidableEq ι] in
/-- The derivative of the energy at `x` in direction `v` is `⟨grad E(x), v⟩`. -/
theorem energy_hasDerivAt (w x v : ι → ℝ) :
    HasDerivAt (fun t : ℝ => energy w (x + t • v)) (grad w x ⬝ᵥ v) 0 := by
  have h := (((hasDerivAt_id' (0 : ℝ)).mul_const (grad w x ⬝ᵥ v)).const_add
    (energy w x)).fun_add ((hasDerivAt_pow 2 (0 : ℝ)).mul_const (energy w v))
  simp only [energy_expand]
  exact h.congr_deriv (by simp)
```

`dimerCurvature_energy` rewrites the second image as a displacement by `-δ`, expands both images and clears $\delta^2$.

```lean
omit [DecidableEq ι] in
/-- On the harmonic surface a dimer of nonzero length measures the curvature `∑ wᵢ nᵢ²`,
at every point `x`. -/
theorem dimerCurvature_energy (w x n : ι → ℝ) {δ : ℝ} (hδ : δ ≠ 0) :
    dimerCurvature (energy w) x δ n = ∑ i, w i * n i ^ 2 := by
  have h : x - δ • n = x + (-δ) • n := by rw [neg_smul, sub_eq_add_neg]
  have hn : ∑ i, w i * n i ^ 2 = 2 * energy w n := by
    unfold energy
    ring
  unfold dimerCurvature
  rw [h, energy_expand, energy_expand, hn, div_eq_iff (pow_ne_zero 2 hδ)]
  ring
```

## The modes $\pm e_k$

The hypothesis `hk` states that the lowest force constant is non-degenerate; positivity is not needed here. In the proof, `key` is the identity for $C-w_k$, `nn` the sign of each term, `he1` and `he2` the normalisation and curvature of $e_k$, and `low` the bound $C\ge w_k$. Comparison with $e_k$ gives the vanishing sum `h0`, then `hz` removes the stiff components and `hkk` leaves $n_k^2=1$. The converse applies `low` to both signs.

```lean
/-- If `w k` is strictly the smallest force constant and `δ ≠ 0`, the softest modes at any point are
exactly `e_k` and `-e_k`. -/
theorem softestMode_iff {w : ι → ℝ} {k : ι} (hk : ∀ j, j ≠ k → w k < w j)
    {δ : ℝ} (hδ : δ ≠ 0) (x n : ι → ℝ) :
    IsSoftestMode (energy w) x δ n ↔ n = axis k ∨ n = -axis k := by
  -- excess curvature of a unit vector over `w k` is a sum of nonnegative terms
  have key : ∀ m : ι → ℝ, m ⬝ᵥ m = 1 →
      ∑ i, w i * m i ^ 2 - w k = ∑ i, (w i - w k) * m i ^ 2 := by
    intro m hm
    have h1 : ∑ i, m i ^ 2 = 1 := by simpa [dotProduct, sq] using hm
    simp only [sub_mul, Finset.sum_sub_distrib, ← Finset.mul_sum, h1, mul_one]
  have nn : ∀ (m : ι → ℝ) (i : ι), 0 ≤ (w i - w k) * m i ^ 2 := by
    intro m i
    by_cases h : i = k
    · simp [h]
    · exact mul_nonneg (sub_pos.2 (hk i h)).le (sq_nonneg _)
  have he1 : axis k ⬝ᵥ axis k = 1 := by simp [axis]
  have he2 : ∑ i, w i * axis k i ^ 2 = w k := by
    rw [Finset.sum_eq_single k]
    · simp [axis]
    · intro j _ hj
      simp [axis, hj]
    · simp
  have low : ∀ m : ι → ℝ, m ⬝ᵥ m = 1 → w k ≤ ∑ i, w i * m i ^ 2 := by
    intro m hm
    have h1 := key m hm
    have h2 : 0 ≤ ∑ i, (w i - w k) * m i ^ 2 := Finset.sum_nonneg fun i _ => nn m i
    linarith
  unfold IsSoftestMode
  simp only [dimerCurvature_energy _ _ _ hδ]
  constructor
  · rintro ⟨hn, hmin⟩
    -- comparison with `e_k` forces every stiff component to vanish
    have h0 : ∑ i, (w i - w k) * n i ^ 2 = 0 := by
      have h1 := hmin _ he1
      have h2 := key n hn
      have h3 := low n hn
      linarith
    have hz : ∀ j, j ≠ k → n j = 0 := by
      intro j hj
      have h1 := (Finset.sum_eq_zero_iff_of_nonneg fun i _ => nn n i).1 h0 j
        (Finset.mem_univ j)
      have h2 := (mul_eq_zero.1 h1).resolve_left (sub_pos.2 (hk j hj)).ne'
      exact (pow_eq_zero_iff two_ne_zero).1 h2
    have hkk : n k * n k = 1 := by
      rw [← hn, dotProduct, Finset.sum_eq_single k]
      · intro j _ hj
        simp [hz j hj]
      · simp
    rcases mul_self_eq_one_iff.1 hkk with h | h
    · left
      funext j
      by_cases hj : j = k
      · simp [axis, hj, h]
      · simp [axis, hj, hz j hj]
    · right
      funext j
      by_cases hj : j = k
      · simp [axis, hj, h]
      · simp [axis, hj, hz j hj]
  · rintro (rfl | rfl)
    · exact ⟨he1, fun m hm => by rw [he2]; exact low m hm⟩
    · refine ⟨by simpa using he1, fun m hm => ?_⟩
      simp only [Pi.neg_apply, neg_sq]
      rw [he2]
      exact low m hm
```

## Zero force at nonzero gradient

The hypothesis `hpos` with `hk` makes every $w_j$ positive (`hw`), so the origin is a minimum. For any softest mode at `x`, the theorem gives positive curvature along it, zero convex-region force iff `x k = 0`, and zero gradient iff `x = 0`. Since $n\ne0$, `smul_eq_zero` reduces the force condition to $\langle g,n\rangle=\pm w_kx_k=0$.

```lean
/-- For `0 < w k < w j` (all `j ≠ k`), `δ ≠ 0` and a softest mode `n` at `x`: the curvature along
`n` is positive, the convex-region force vanishes exactly on the hyperplane `x k = 0`, and the
gradient vanishes exactly at the origin. -/
theorem convexForce_vanishes_on_hyperplane {w : ι → ℝ} {k : ι} (hpos : 0 < w k)
    (hk : ∀ j, j ≠ k → w k < w j) {δ : ℝ} (hδ : δ ≠ 0) {x n : ι → ℝ}
    (hn : IsSoftestMode (energy w) x δ n) :
    0 < dimerCurvature (energy w) x δ n ∧ (convexForce (grad w x) n = 0 ↔ x k = 0) ∧
      (grad w x = 0 ↔ x = 0) := by
  have hw : ∀ j, 0 < w j := fun j => by
    by_cases hj : j = k
    · rw [hj]; exact hpos
    · exact hpos.trans (hk j hj)
  have hne : n ≠ 0 := by
    intro h
    have h1 := hn.1
    simp [h] at h1
  have hmode := (softestMode_iff hk hδ x n).1 hn
  refine ⟨?_, ?_, ?_⟩
  · rw [dimerCurvature_energy _ _ _ hδ]
    refine Finset.sum_pos' (fun i _ => mul_nonneg (hw i).le (sq_nonneg _))
      ⟨k, Finset.mem_univ k, ?_⟩
    rcases hmode with rfl | rfl <;> simp [axis, hpos]
  · -- the projected gradient is `± w k * x k`
    rw [convexForce, smul_eq_zero, or_iff_left hne]
    rcases hmode with rfl | rfl <;> simp [axis, grad, hpos.ne']
  · constructor
    · intro h
      funext j
      have h1 : w j * x j = 0 := congrFun h j
      exact (mul_eq_zero.1 h1).resolve_left (hw j).ne'
    · rintro rfl
      funext j
      simp [grad]
```

In `iteration_stalls`, `t` counts steps and `α t` is an arbitrary real step size. The hypotheses `hn` and `hstep` postulate the algorithm: an exact softest mode at each step and a plain translation along the force, without noise or momentum. Induction on `t` keeps the point on the hyperplane, where the force is zero. Starting points off the hyperplane are not treated.

```lean
/-- On the harmonic surface with `0 < w k < w j` (all `j ≠ k`) and `δ ≠ 0`, steps of any sizes along
the convex-region force, with a softest mode at every step, never leave a starting point that has `x
k = 0`. -/
theorem iteration_stalls {w : ι → ℝ} {k : ι} (hpos : 0 < w k)
    (hk : ∀ j, j ≠ k → w k < w j) {δ : ℝ} (hδ : δ ≠ 0) (α : ℕ → ℝ) (x n : ℕ → ι → ℝ)
    (hn : ∀ t, IsSoftestMode (energy w) (x t) δ (n t))
    (hstep : ∀ t, x (t + 1) = x t + α t • convexForce (grad w (x t)) (n t))
    (h0 : x 0 k = 0) (t : ℕ) : x t = x 0 := by
  induction t with
  | zero => rfl
  | succ t ih =>
    have hk0 : x t k = 0 := by rw [ih, h0]
    have hF := (convexForce_vanishes_on_hyperplane hpos hk hδ (hn t)).2.1.2 hk0
    rw [hstep, hF, smul_zero, add_zero, ih]
```

The statement on the reflected force holds for arbitrary `g` and any unit `n`, softest or not; `h1` and `h2` are the projection step. It locates zeros and says nothing about where steps along that force lead.

```lean
omit [DecidableEq ι] in
/-- For a unit mode `n` the reflected force vanishes exactly when the gradient does. -/
theorem reflectedForce_eq_zero_iff {g n : ι → ℝ} (hn : n ⬝ᵥ n = 1) :
    reflectedForce g n = 0 ↔ g = 0 := by
  constructor
  · intro h
    -- project on `n` first
    have h1 : reflectedForce g n ⬝ᵥ n = 0 := by rw [h, zero_dotProduct]
    rw [reflectedForce, add_dotProduct, neg_dotProduct, smul_dotProduct, hn,
      smul_eq_mul] at h1
    have h2 : g ⬝ᵥ n = 0 := by linarith
    simpa [reflectedForce, h2] using h
  · rintro rfl
    simp [reflectedForce]
```

## The planar well

With `Fin 2`, index $0$ is the coordinate $x$, index $1$ is $y$, the constants are $w_0=1$, $w_1=2$, and $k=0$. The four conjuncts give the energy formula, the modes $(\pm1,0)$ at every point `p`, the zero force at $(0,y)$, and a nonzero gradient there iff $y\ne0$. The second and third specialise the general theorems through `hk`; the others are direct evaluation. The surface is exactly quadratic, has a non-degenerate softest mode and has no saddle, so anharmonic terms, degenerate modes and convergence to a transition state are not covered.

```lean
/-- For `E(x, y) = (x² + 2y²)/2` and `δ ≠ 0` the softest modes are `(±1, 0)`; at every point `(0,
y)` the convex-region force is zero, while the gradient there is nonzero exactly when `y ≠ 0`. -/
theorem planar_counterexample {δ : ℝ} (hδ : δ ≠ 0) :
    (∀ x y : ℝ, energy ![1, 2] ![x, y] = (x ^ 2 + 2 * y ^ 2) / 2) ∧
    (∀ p n : Fin 2 → ℝ,
      IsSoftestMode (energy ![1, 2]) p δ n ↔ n = ![1, 0] ∨ n = ![-1, 0]) ∧
    (∀ (y : ℝ) (n : Fin 2 → ℝ), IsSoftestMode (energy ![1, 2]) ![0, y] δ n →
      convexForce (grad ![1, 2] ![0, y]) n = 0) ∧
    (∀ y : ℝ, grad ![1, 2] ![0, y] ≠ 0 ↔ y ≠ 0) := by
  have hk : ∀ j : Fin 2, j ≠ 0 → (![1, 2] : Fin 2 → ℝ) 0 < (![1, 2] : Fin 2 → ℝ) j := by
    intro j hj
    fin_cases j
    · exact absurd rfl hj
    · simp
  have e1 : axis (0 : Fin 2) = ![1, 0] := by
    funext j
    fin_cases j <;> simp [axis]
  have e2 : -axis (0 : Fin 2) = ![-1, 0] := by
    funext j
    fin_cases j <;> simp [axis]
  refine ⟨fun x y => ?_, fun p n => ?_, fun y n hn => ?_, fun y => ?_⟩
  · simp [energy, Fin.sum_univ_two]
  · rw [softestMode_iff hk hδ, e2, e1]
  · exact (convexForce_vanishes_on_hyperplane (k := 0) (by simp) hk hδ hn).2.1.2 (by simp)
  · apply not_congr
    simp [grad, funext_iff, Fin.forall_fin_two]

end

end ConvexRegionDimer
```

```lean
#print axioms ConvexRegionDimer.convexForce_vanishes_on_hyperplane
#print axioms ConvexRegionDimer.iteration_stalls
#print axioms ConvexRegionDimer.reflectedForce_eq_zero_iff
#print axioms ConvexRegionDimer.planar_counterexample
```

```
'ConvexRegionDimer.convexForce_vanishes_on_hyperplane' depends on axioms: [propext, Classical.choice, Quot.sound]
'ConvexRegionDimer.iteration_stalls' depends on axioms: [propext, Classical.choice, Quot.sound]
'ConvexRegionDimer.reflectedForce_eq_zero_iff' depends on axioms: [propext, Classical.choice, Quot.sound]
'ConvexRegionDimer.planar_counterexample' depends on axioms: [propext, Classical.choice, Quot.sound]
```
